# Casimir–Polder dispersion coefficients of two identical Drude oscillators

## Polarizabilities at imaginary frequency

An isotropic Drude oscillator has dipole polarizability $a$, frequency $w$ and squared length $s=\hbar/(\mu w)$, where $\mu$ is its mass. Units are atomic, so $\hbar=1$ in the energies. The index $k$ counts from zero: $k=0,1,2$ means dipole, quadrupole, octupole, that is, multipole order $k+1$. The polarizability of order $k+1$ at imaginary frequency $iu$ is

$$\alpha_{k+1}(u)=A_k\,\frac{((k+1)w)^2}{((k+1)w)^2+u^2},\qquad A_k=\frac{a\,(2k+1)!!}{k+1}\left(\frac s2\right)^k .$$

Thus $A_0=a$, $A_1=3as/4$ and $A_2=5as^2/4$. Continued to real frequencies, it has a single positive pole, at $(k+1)w$, because a solid harmonic of degree $k+1$ lifts the oscillator's ground state by exactly $k+1$ quanta.

Orders $i+1$ on one oscillator and $j+1$ on the other contribute

$$P_{ij}=\frac{1}{2\pi}\binom{2i+2j+4}{2i+2}\int_0^\infty\alpha_{i+1}(u)\,\alpha_{j+1}(u)\,du,\qquad C_{2m+6}=\sum_{i+j=m}P_{ij}.$$

The binomial carries the angular weight of the multipole–multipole coupling. For $m=0,1,2$ these sums have the prefactors $3/\pi$; $15/\pi$; and $28/\pi$, $35/\pi$. At large separation $R$ of the two oscillators, the non-retarded second-order dispersion energy has the asymptotic expansion $-\sum_m C_{2m+6}/R^{2m+6}$.

## The coefficients at every order

For $w>0$ and every natural number $m$,

$$C_{2m+6}=\frac{a^2w\,(s/2)^m\,(2m+3)!!\,(2^{m+2}-2)}{4(m+2)} .$$

In particular $C_6=\tfrac34a^2w$, $C_8=5s\,C_6$ and $C_{10}=\tfrac{245}{8}s^2C_6$. If $a$ and $s$ are positive too, $C_6C_{10}/C_8^2=49/40$, and $\sum_m C_{2m+6}/R^{2m+6}$ diverges at every $R>0$.

In Lean, `staticPol` is $A_k$, `pol` is $\alpha_{k+1}(u)$, `pairCoeff` is $P_{ij}$ and `dispersionCoeff a s w m` is $C_{2m+6}$. The parameters are independent real numbers; the relation between $s$, $\mu$ and $w$ is interpretation. `Ioi 0` is the half-line $u>0$, and `¬ Summable` expresses divergence.

The polarizabilities and the Casimir–Polder formula enter as definitions, not as consequences of a Hamiltonian. They describe non-retarded, second-order dispersion without damping. Within this identical-oscillator model, the closed form gives reference values for dispersion codes, and the divergence shows that adding ever more terms of the undamped multipole expansion does not converge at any distance.

## From the frequency integral to the binomial row

Let $p,q>0$. For $p\ne q$, partial fractions give

$$\int_0^\infty\frac{p^2q^2\,du}{(p^2+u^2)(q^2+u^2)}=\frac{p^2q^2}{q^2-p^2}\cdot\frac\pi2\left(\frac1p-\frac1q\right)=\frac{\pi pq}{2(p+q)} .$$

For $p=q$ an antiderivative is $\frac{p^2}{2}\left[\frac{u}{p^2+u^2}+\frac1p\arctan\frac up\right]$. It runs from $0$ to $\pi p/4$, in agreement with the same formula.

Setting $p=(i+1)w$ and $q=(j+1)w$ gives

$$P_{ij}=\binom{2i+2j+4}{2i+2}\frac{(i+1)A_i\,(j+1)A_j\,w}{4(i+j+2)} .$$

Here $(i+1)A_i=a(2i+1)!!(s/2)^i$. Applying $(2n)!=(2n-1)!!\,2^n\,n!$ to all three factorials in the binomial, with $i+j=m$, yields

$$\binom{2m+4}{2i+2}(2i+1)!!\,(2j+1)!!=(2m+3)!!\binom{m+2}{i+1}.$$

Only the last binomial depends on $i$. Its sum over $i=0,\dots,m$ is a full row without its two end terms, $2^{m+2}-2$, which gives the closed form.

For the divergence, the closed form implies

$$\frac{C_{2m+8}}{C_{2m+6}}=\frac s2\,(2m+5)\,\frac{m+2}{m+3}\cdot\frac{2^{m+3}-2}{2^{m+2}-2}\ \ge\ s(m+2),$$

since $(2m+5)/(m+3)\ge1$ and the last fraction is at least $2$. Successive terms of the series therefore grow at least twofold once $m\ge 2R^2/s$.

## Numbers for $a=4$, $s=2$, $w=1/2$

The static polarizabilities are $4$, $6$, $20$ and the poles $\tfrac12$, $1$, $\tfrac32$. The integrals of $\alpha_1^2$, $\alpha_1\alpha_2$, $\alpha_1\alpha_3$ and $\alpha_2^2$ are $2\pi$, $4\pi$, $15\pi$ and $9\pi$. Hence $C_6=6$, $C_8=60$ and $C_{10}=28\cdot15+35\cdot9=735$, matching $5sC_6$ and $\tfrac{245}{8}s^2C_6$.

## The Lean file

```lean
import Mathlib

open MeasureTheory Set Filter Topology
open scoped Nat

namespace DrudeDispersion

noncomputable section

/-- Static polarizability of multipole order `l = k + 1` of a Drude oscillator with dipole
polarizability `a` and squared length `s = ħ/(μω)`. -/
def staticPol (a s : ℝ) (k : ℕ) : ℝ := a * (2 * k + 1)‼ * (s / 2) ^ k / (k + 1)

/-- Polarizability of multipole order `l = k + 1` at imaginary frequency `iu`, with the single
excitation frequency `l w`. -/
def pol (a s w : ℝ) (k : ℕ) (u : ℝ) : ℝ :=
  staticPol a s k * (((k + 1) * w) ^ 2 / (((k + 1) * w) ^ 2 + u ^ 2))

/-- Casimir-Polder contribution of the multipole orders `i + 1` on one oscillator and `j + 1`
on the other. -/
def pairCoeff (a s w : ℝ) (i j : ℕ) : ℝ :=
  ((2 * (i + 1) + 2 * (j + 1)).choose (2 * (i + 1)) : ℝ) / (2 * Real.pi) *
    ∫ u in Ioi (0 : ℝ), pol a s w i u * pol a s w j u

/-- The dispersion coefficient `C_{2m+6}` of two identical Drude oscillators. -/
def dispersionCoeff (a s w : ℝ) (m : ℕ) : ℝ :=
  ∑ p ∈ Finset.HasAntidiagonal.antidiagonal m, pairCoeff a s w p.1 p.2

/-- The static dipole, quadrupole and octupole polarizabilities are `a`, `3as/4` and `5as²/4`. -/
theorem staticPol_values (a s : ℝ) :
    staticPol a s 0 = a ∧ staticPol a s 1 = 3 * a * s / 4 ∧
      staticPol a s 2 = 5 * a * s ^ 2 / 4 := by
  refine ⟨?_, ?_, ?_⟩
  · rw [staticPol, show (2 * 0 + 1)‼ = 1 from rfl]; push_cast; ring
  · rw [staticPol, show (2 * 1 + 1)‼ = 3 from rfl]; push_cast; ring
  · rw [staticPol, show (2 * 2 + 1)‼ = 15 from rfl]; push_cast; ring

/-- The coefficients `C6`, `C8`, `C10` as frequency integrals with their usual prefactors. -/
theorem casimirPolder_prefactors (a s w : ℝ) :
    dispersionCoeff a s w 0 = 3 / Real.pi * ∫ u in Ioi (0 : ℝ), pol a s w 0 u * pol a s w 0 u ∧
    dispersionCoeff a s w 1 = 15 / Real.pi * ∫ u in Ioi (0 : ℝ), pol a s w 0 u * pol a s w 1 u ∧
    dispersionCoeff a s w 2 =
      28 / Real.pi * (∫ u in Ioi (0 : ℝ), pol a s w 0 u * pol a s w 2 u) +
      35 / Real.pi * ∫ u in Ioi (0 : ℝ), pol a s w 1 u * pol a s w 1 u := by
  have hc : ∀ i j : ℕ, ∫ u in Ioi (0 : ℝ), pol a s w i u * pol a s w j u =
      ∫ u in Ioi (0 : ℝ), pol a s w j u * pol a s w i u :=
    fun i j => integral_congr_ae (.of_forall fun u => mul_comm _ _)
  have hs : ∀ m, dispersionCoeff a s w m =
      ∑ k ∈ Finset.range (m + 1), pairCoeff a s w k (m - k) :=
    fun m => Finset.Nat.sum_antidiagonal_eq_sum_range_succ (pairCoeff a s w) m
  have h0 : dispersionCoeff a s w 0 = pairCoeff a s w 0 0 := by
    rw [hs]; simp
  have h1 : dispersionCoeff a s w 1 = pairCoeff a s w 0 1 + pairCoeff a s w 1 0 := by
    rw [hs]; simp [Finset.sum_range_succ]
  have h2 : dispersionCoeff a s w 2 =
      pairCoeff a s w 0 2 + pairCoeff a s w 1 1 + pairCoeff a s w 2 0 := by
    rw [hs]; simp [Finset.sum_range_succ]
  refine ⟨?_, ?_, ?_⟩
  · rw [h0, pairCoeff, show Nat.choose (2 * (0 + 1) + 2 * (0 + 1)) (2 * (0 + 1)) = 6 from rfl]
    push_cast; ring
  · rw [h1, pairCoeff, pairCoeff, hc 1 0,
      show Nat.choose (2 * (0 + 1) + 2 * (1 + 1)) (2 * (0 + 1)) = 15 from rfl,
      show Nat.choose (2 * (1 + 1) + 2 * (0 + 1)) (2 * (1 + 1)) = 15 from rfl]
    push_cast; ring
  · rw [h2, pairCoeff, pairCoeff, pairCoeff, hc 2 0,
      show Nat.choose (2 * (0 + 1) + 2 * (2 + 1)) (2 * (0 + 1)) = 28 from rfl,
      show Nat.choose (2 * (1 + 1) + 2 * (1 + 1)) (2 * (1 + 1)) = 70 from rfl,
      show Nat.choose (2 * (2 + 1) + 2 * (0 + 1)) (2 * (2 + 1)) = 28 from rfl]
    push_cast; ring

/-- The function `arctan(u/p)/p` is an antiderivative of `1/(p² + u²)`. -/
theorem hasDerivAt_arctan_div {p : ℝ} (hp : 0 < p) (u : ℝ) :
    HasDerivAt (fun u : ℝ => Real.arctan (u / p) / p) (1 / (p ^ 2 + u ^ 2)) u := by
  have hne : p ^ 2 + u ^ 2 ≠ 0 := by positivity
  have e : 1 / (1 + (u / p) ^ 2) * (1 / p) / p = 1 / (p ^ 2 + u ^ 2) := by
    rw [show 1 + (u / p) ^ 2 = (p ^ 2 + u ^ 2) / p ^ 2 by field_simp]
    field_simp
  exact ((((hasDerivAt_id' u).div_const p).arctan).div_const p).congr_deriv e

/-- The frequency integral of two normalised single-pole responses with poles `p` and `q`. -/
theorem integral_two_poles {p q : ℝ} (hp : 0 < p) (hq : 0 < q) :
    ∫ u in Ioi (0 : ℝ), p ^ 2 / (p ^ 2 + u ^ 2) * (q ^ 2 / (q ^ 2 + u ^ 2)) =
      Real.pi * p * q / (2 * (p + q)) := by
  have lim : ∀ r : ℝ, 0 < r →
      Tendsto (fun u : ℝ => Real.arctan (u / r) / r) atTop (𝓝 (Real.pi / 2 / r)) :=
    fun r hr => ((Real.tendsto_arctan_atTop.mono_right nhdsWithin_le_nhds).comp
      (tendsto_id.atTop_div_const hr)).div_const r
  have nn : ∀ u ∈ Ioi (0 : ℝ),
      0 ≤ p ^ 2 / (p ^ 2 + u ^ 2) * (q ^ 2 / (q ^ 2 + u ^ 2)) := fun u _ => by positivity
  rcases eq_or_ne p q with rfl | h
  · -- coinciding poles
    have h0 : Tendsto (fun u : ℝ => u / (p ^ 2 + u ^ 2)) atTop (𝓝 0) := by
      refine squeeze_zero' ?_ ?_ tendsto_inv_atTop_zero
      · filter_upwards [eventually_gt_atTop (0 : ℝ)] with u hu
        positivity
      · filter_upwards [eventually_gt_atTop (0 : ℝ)] with u hu
        rw [inv_eq_one_div, div_le_div_iff₀ (by positivity) hu]
        nlinarith [sq_nonneg p]
    have hd : ∀ u ∈ Ici (0 : ℝ), HasDerivAt
        (fun u : ℝ => p ^ 2 / 2 * (u / (p ^ 2 + u ^ 2) + Real.arctan (u / p) / p))
        (p ^ 2 / (p ^ 2 + u ^ 2) * (p ^ 2 / (p ^ 2 + u ^ 2))) u := by
      intro u _
      have hne : p ^ 2 + u ^ 2 ≠ 0 := by positivity
      have h2 : HasDerivAt (fun u : ℝ => u ^ 2) (2 * u) u := by simpa using hasDerivAt_pow 2 u
      refine ((((hasDerivAt_id' u).fun_div (h2.const_add (p ^ 2)) hne).fun_add
        (hasDerivAt_arctan_div hp u)).const_mul (p ^ 2 / 2)).congr_deriv ?_
      field_simp
      ring
    refine (integral_Ioi_of_hasDerivAt_of_nonneg' hd nn
      ((h0.add (lim p hp)).const_mul (p ^ 2 / 2))).trans ?_
    simp only [zero_div, Real.arctan_zero, add_zero, zero_add, mul_zero, sub_zero]
    rw [show p + p = 2 * p by ring]
    field_simp
  · -- distinct poles: partial fractions
    have hqp : q - p ≠ 0 := sub_ne_zero.mpr h.symm
    have hpq : p + q ≠ 0 := by positivity
    have hd : ∀ u ∈ Ici (0 : ℝ), HasDerivAt
        (fun u : ℝ => p ^ 2 * q ^ 2 / ((q - p) * (p + q)) *
          (Real.arctan (u / p) / p - Real.arctan (u / q) / q))
        (p ^ 2 / (p ^ 2 + u ^ 2) * (q ^ 2 / (q ^ 2 + u ^ 2))) u := by
      intro u _
      have h1 : p ^ 2 + u ^ 2 ≠ 0 := by positivity
      have h2 : q ^ 2 + u ^ 2 ≠ 0 := by positivity
      refine (((hasDerivAt_arctan_div hp u).fun_sub
        (hasDerivAt_arctan_div hq u)).const_mul _).congr_deriv ?_
      field_simp
      ring
    refine (integral_Ioi_of_hasDerivAt_of_nonneg' hd nn
      (((lim p hp).sub (lim q hq)).const_mul _)).trans ?_
    simp only [zero_div, Real.arctan_zero, mul_zero, sub_zero]
    field_simp

/-- Closed form of the contribution of one pair of multipole orders. -/
theorem pairCoeff_eq (a s : ℝ) {w : ℝ} (hw : 0 < w) (i j : ℕ) :
    pairCoeff a s w i j = ((2 * (i + 1) + 2 * (j + 1)).choose (2 * (i + 1)) : ℝ) *
      (staticPol a s i * (i + 1)) * (staticPol a s j * (j + 1)) * w / (4 * (i + j + 2)) := by
  have h := integral_two_poles (p := ((i : ℝ) + 1) * w) (q := ((j : ℝ) + 1) * w)
    (by positivity) (by positivity)
  have e : Real.pi * (((i : ℝ) + 1) * w) * (((j : ℝ) + 1) * w) /
      (2 * (((i : ℝ) + 1) * w + ((j : ℝ) + 1) * w)) =
      Real.pi * ((i + 1) * (j + 1) * w) / (2 * (i + j + 2)) := by
    rw [div_eq_div_iff (by positivity) (by positivity)]; ring
  have hI : ∫ u in Ioi (0 : ℝ), pol a s w i u * pol a s w j u =
      staticPol a s i * staticPol a s j *
        (Real.pi * ((i + 1) * (j + 1) * w) / (2 * (i + j + 2))) := by
    rw [← e, ← h, ← integral_const_mul]
    refine integral_congr_ae (.of_forall fun u => ?_)
    simp only [pol]; ring
  have hpi := Real.pi_ne_zero
  have hij : (i : ℝ) + j + 2 ≠ 0 := by positivity
  rw [pairCoeff, hI]
  field_simp
  ring

/-- The multipole weights of a pair of orders equal a double factorial that depends only on `i + j`,
times a single binomial coefficient. -/
theorem choose_mul_doubleFactorial (i j : ℕ) :
    (2 * (i + 1) + 2 * (j + 1)).choose (2 * (i + 1)) * (2 * i + 1)‼ * (2 * j + 1)‼ =
      (2 * (i + j) + 3)‼ * (i + j + 2).choose (i + 1) := by
  have odd : ∀ k : ℕ, (2 * (k + 1))! = (2 * k + 1)‼ * 2 ^ (k + 1) * (k + 1)! := by
    intro k
    induction k with
    | zero => rfl
    | succ k ih =>
      have h1 : (2 * (k + 1) + 1 + 1)! =
          (2 * (k + 1) + 1 + 1) * ((2 * (k + 1) + 1) * (2 * (k + 1))!) := by
        rw [Nat.factorial_succ, Nat.factorial_succ]
      have h2 : (2 * (k + 1) + 1)‼ = (2 * k + 3) * (2 * k + 1)‼ :=
        Nat.doubleFactorial_add_two (2 * k + 1)
      rw [show 2 * (k + 1 + 1) = 2 * (k + 1) + 1 + 1 by ring, h1, ih, h2,
        Nat.factorial_succ (k + 1)]
      ring
  have hc : ∀ x y : ℕ, (x + y).choose x * x ! * y ! = (x + y)! := fun x y => by
    have := Nat.choose_mul_factorial_mul_factorial (Nat.le_add_right x y)
    rwa [Nat.add_sub_cancel_left] at this
  have h1 := hc (2 * (i + 1)) (2 * (j + 1))
  have h2 : (i + j + 2).choose (i + 1) * (i + 1)! * (j + 1)! = (i + j + 2)! := by
    have := hc (i + 1) (j + 1)
    rwa [show i + 1 + (j + 1) = i + j + 2 by ring] at this
  have h3 : (2 * (i + 1) + 2 * (j + 1))! =
      (2 * (i + j) + 3)‼ * 2 ^ (i + j + 2) * (i + j + 2)! := by
    have := odd (i + j + 1)
    rw [show 2 * (i + j + 1 + 1) = 2 * (i + 1) + 2 * (j + 1) by ring,
      show 2 * (i + j + 1) + 1 = 2 * (i + j) + 3 by ring] at this
    exact this
  rw [h3, ← h2, odd i, odd j] at h1
  have hpos : 0 < 2 ^ (i + j + 2) * ((i + 1)! * (j + 1)!) := by positivity
  refine Nat.eq_of_mul_eq_mul_right hpos ?_
  exact Eq.trans (by ring) (h1.trans (by ring))

/-- Every dispersion coefficient `C_{2m+6}` of two identical Drude oscillators in closed form. -/
theorem dispersionCoeff_eq (a s : ℝ) {w : ℝ} (hw : 0 < w) (m : ℕ) :
    dispersionCoeff a s w m =
      a ^ 2 * w * (s / 2) ^ m * (2 * m + 3)‼ * (2 ^ (m + 2) - 2) / (4 * (m + 2)) := by
  have hst : ∀ k : ℕ, staticPol a s k * (k + 1) = a * (2 * k + 1)‼ * (s / 2) ^ k :=
    fun k => div_mul_cancel₀ _ (by positivity)
  have key : ∀ p ∈ Finset.HasAntidiagonal.antidiagonal m, pairCoeff a s w p.1 p.2 =
      a ^ 2 * w * (s / 2) ^ m * (2 * m + 3)‼ / (4 * (m + 2)) *
        ((m + 2).choose (p.1 + 1) : ℝ) := by
    rintro ⟨i, j⟩ hp
    obtain rfl : i + j = m := by simpa using hp
    have h : ((2 * (i + 1) + 2 * (j + 1)).choose (2 * (i + 1)) : ℝ) * (2 * i + 1)‼ *
        (2 * j + 1)‼ = (2 * (i + j) + 3)‼ * ((i + j + 2).choose (i + 1) : ℝ) := by
      exact_mod_cast choose_mul_doubleFactorial i j
    rw [pairCoeff_eq a s hw, hst, hst]
    push_cast
    linear_combination (a ^ 2 * w * (s / 2) ^ (i + j) / (4 * ((i : ℝ) + j + 2))) * h
  -- a full binomial row without its two end terms
  have hsum : ∑ p ∈ Finset.HasAntidiagonal.antidiagonal m, ((m + 2).choose (p.1 + 1) : ℝ) =
      2 ^ (m + 2) - 2 := by
    have h := Nat.sum_range_choose (m + 2)
    rw [Finset.sum_range_succ, Finset.sum_range_succ', Nat.choose_zero_right,
      Nat.choose_self] at h
    have h' : (∑ k ∈ Finset.range (m + 1), ((m + 2).choose (k + 1) : ℝ)) + 1 + 1 =
        2 ^ (m + 2) := by exact_mod_cast h
    have h'' : (∑ k ∈ Finset.range (m + 1), ((m + 2).choose (k + 1) : ℝ)) =
        2 ^ (m + 2) - 2 := by linarith
    exact (Finset.Nat.sum_antidiagonal_eq_sum_range_succ
      (fun i _ => ((m + 2).choose (i + 1) : ℝ)) m).trans h''
  rw [dispersionCoeff, Finset.sum_congr rfl key, ← Finset.mul_sum, hsum]
  ring

/-- For Drude oscillators `C6 = 3a²w/4`, `C8 = 5s C6` and `C10 = (245/8) s² C6`. -/
theorem C6_C8_C10 (a s : ℝ) {w : ℝ} (hw : 0 < w) :
    dispersionCoeff a s w 0 = 3 / 4 * a ^ 2 * w ∧
    dispersionCoeff a s w 1 = 5 * s * dispersionCoeff a s w 0 ∧
    dispersionCoeff a s w 2 = 245 / 8 * s ^ 2 * dispersionCoeff a s w 0 := by
  have d0 : (2 * 0 + 3)‼ = 3 := rfl
  have d1 : (2 * 1 + 3)‼ = 15 := rfl
  have d2 : (2 * 2 + 3)‼ = 105 := rfl
  rw [dispersionCoeff_eq a s hw 0, dispersionCoeff_eq a s hw 1, dispersionCoeff_eq a s hw 2,
    d0, d1, d2]
  refine ⟨?_, ?_, ?_⟩ <;> push_cast <;> ring

/-- The ratio `C6 C10 / C8²` is `49/40` for all positive `a`, `s` and `w`. -/
theorem C6_mul_C10_div_C8_sq {a s w : ℝ} (ha : 0 < a) (hs : 0 < s) (hw : 0 < w) :
    dispersionCoeff a s w 0 * dispersionCoeff a s w 2 / dispersionCoeff a s w 1 ^ 2 =
      49 / 40 := by
  obtain ⟨h0, h1, h2⟩ := C6_C8_C10 a s hw
  rw [h2, h1, h0, div_eq_div_iff (by positivity) (by norm_num)]
  ring

/-- For positive `a`, `s` and `w` the multipole series `∑ C_{2m+6} / R^{2m+6}` diverges at every
distance `R > 0`. -/
theorem multipole_series_diverges {a s w R : ℝ} (ha : 0 < a) (hs : 0 < s) (hw : 0 < w)
    (hR : 0 < R) : ¬ Summable fun m : ℕ => dispersionCoeff a s w m / R ^ (2 * m + 6) := by
  have hD : ∀ m : ℕ, (0 : ℝ) < (2 * m + 3)‼ := fun m => by
    exact_mod_cast Nat.doubleFactorial_pos _
  have hT : ∀ m : ℕ, (1 : ℝ) ≤ 2 ^ m := fun m => one_le_pow₀ (by norm_num)
  have hC : ∀ m, 0 < dispersionCoeff a s w m := fun m => by
    have h4 : (0 : ℝ) < 2 ^ (m + 2) - 2 := by rw [pow_add]; linarith [hT m]
    have := hD m
    rw [dispersionCoeff_eq a s hw]
    exact div_pos (mul_pos (by positivity) h4) (by positivity)
  -- successive coefficients grow at least by the factor s (m + 2)
  have hg : ∀ m : ℕ, s * (m + 2) * dispersionCoeff a s w m ≤ dispersionCoeff a s w (m + 1) := by
    intro m
    have hd : (2 * (m + 1) + 3)‼ = (2 * m + 5) * (2 * m + 3)‼ :=
      Nat.doubleFactorial_add_two (2 * m + 3)
    have e : ∀ Z : ℝ, s * (m + 2) * (Z / (4 * (m + 2))) = s * Z / 4 := fun Z => by field_simp
    have h1 : (1 : ℝ) ≤ (2 * m + 5) / (m + 3) := by
      rw [one_le_div (by positivity)]; linarith [Nat.cast_nonneg (α := ℝ) m]
    have h2 : (8 : ℝ) * 2 ^ m - 4 ≤ (2 * m + 5) / (m + 3) * (8 * 2 ^ m - 2) := by
      have h3 : (0 : ℝ) ≤ 8 * 2 ^ m - 2 := by linarith [hT m]
      linarith [mul_le_mul_of_nonneg_right h1 h3]
    have hX : 0 ≤ a ^ 2 * w * (s / 2) ^ m * (2 * m + 3)‼ * s / 8 := by
      have := hD m
      positivity
    rw [dispersionCoeff_eq a s hw, dispersionCoeff_eq a s hw, e, hd]
    refine le_trans (le_of_eq ?_) ((mul_le_mul_of_nonneg_left h2 hX).trans (le_of_eq ?_))
    · ring
    · have e2 : ∀ Z : ℝ, Z / (4 * (((m + 1 : ℕ) : ℝ) + 2)) = Z / 4 / (m + 3) := fun Z => by
        rw [← div_div]; push_cast; ring
      rw [e2]; push_cast; ring
  obtain ⟨N, hN⟩ := exists_nat_ge (2 * R ^ 2 / s)
  refine not_summable_of_ratio_norm_eventually_ge (r := 2) one_lt_two
    (Eventually.of_forall fun m => ?_).frequently ?_
  · exact norm_ne_zero_iff.mpr (div_pos (hC m) (by positivity)).ne'
  · filter_upwards [eventually_ge_atTop N] with m hm
    have hm' : (N : ℝ) ≤ m := by exact_mod_cast hm
    have hb : 2 * R ^ 2 ≤ s * (m + 2) := by
      rw [div_le_iff₀ hs] at hN
      nlinarith
    rw [Real.norm_of_nonneg (div_pos (hC m) (by positivity)).le,
      Real.norm_of_nonneg (div_pos (hC (m + 1)) (by positivity)).le,
      show R ^ (2 * (m + 1) + 6) = R ^ (2 * m + 6) * R ^ 2 by ring,
      le_div_iff₀ (by positivity)]
    calc 2 * (dispersionCoeff a s w m / R ^ (2 * m + 6)) * (R ^ (2 * m + 6) * R ^ 2)
        = 2 * R ^ 2 * dispersionCoeff a s w m := by field_simp
      _ ≤ s * (m + 2) * dispersionCoeff a s w m := mul_le_mul_of_nonneg_right hb (hC m).le
      _ ≤ dispersionCoeff a s w (m + 1) := hg m

end

end DrudeDispersion
```

```lean
#print axioms DrudeDispersion.casimirPolder_prefactors
#print axioms DrudeDispersion.dispersionCoeff_eq
#print axioms DrudeDispersion.C6_mul_C10_div_C8_sq
#print axioms DrudeDispersion.multipole_series_diverges
```

```
'DrudeDispersion.casimirPolder_prefactors' depends on axioms: [propext, Classical.choice, Quot.sound]
'DrudeDispersion.dispersionCoeff_eq' depends on axioms: [propext, Classical.choice, Quot.sound]
'DrudeDispersion.C6_mul_C10_div_C8_sq' depends on axioms: [propext, Classical.choice, Quot.sound]
'DrudeDispersion.multipole_series_diverges' depends on axioms: [propext, Classical.choice, Quot.sound]
```

## How the lemmas follow the calculation

`integral_two_poles` splits into equal and distinct poles and uses the antiderivatives above; `hasDerivAt_arctan_div` supplies their common arctangent part. `pairCoeff_eq` inserts the poles, and `choose_mul_doubleFactorial` proves the binomial identity in natural numbers by cancelling a positive common factor.

In `dispersionCoeff_eq`, `key` rewrites each pair term and `hsum` removes the ends of the binomial row. `C6_C8_C10` evaluates three cases, from which `C6_mul_C10_div_C8_sq` follows. In `multipole_series_diverges`, `hg` is the growth bound, and Mathlib's ratio test finishes the argument.

## An improper integral from its antiderivative

The analytic step rests on `integral_Ioi_of_hasDerivAt_of_nonneg'`. It takes a derivative on $[0,\infty)$, a nonnegative integrand on $(0,\infty)$ and a limit of the antiderivative at infinity, and returns the integral as that limit minus the value at $0$. Integrability needs no separate estimate: for a nonnegative integrand it follows from the finite limit. Both pole cases use the lemma with the same nonnegativity proof, `nn`.
